# The radial Green function of a traceless two-component system on a finite interval

**Q.** Show me the smallest case in which this Green function does something.

**A.** Solve \(y' = g\) on \([a,b]\) for \(y = (y_0, y_1)\) and a continuous source \(g = (g_0, g_1)\), with components numbered 0 and 1 as in Lean. Define \(w(x,y) = x_0 y_1 - x_1 y_0\), and take the constant solutions \(u = (1,0)\), \(v = (0,1)\) of \(y' = 0\), with \(W = w(u,v) = 1\). Then \(w(u,g) = g_1\), \(w(v,g) = -g_0\), and
\[ y(r) = \frac{1}{W}\Big( v(r)\int_a^r w(u,g)\,ds + u(r)\int_r^b w(v,g)\,ds \Big) \]
becomes \(y(r) = \big(-\int_r^b g_0,\ \int_a^r g_1\big)\). Its derivative is \(g\), and \(y_1(a) = 0 = y_0(b)\): \(y\) is parallel to \(u\) at \(a\) and to \(v\) at \(b\).

**Q.** And with a \(2\times 2\) real coefficient matrix \(M(r)\)?

**A.** Let \(u' = Mu\), \(v' = Mv\). For vectors \(p, q, x\), component 0 of \(w(p,x)q - w(q,x)p\) is \((p_0x_1 - p_1x_0)q_0 - (q_0x_1 - q_1x_0)p_0 = (p_0q_1 - p_1q_0)x_0\), and component 1 goes likewise, so
\[ w(p,x)\,q - w(q,x)\,p = w(p,q)\,x. \]
In \(w(My,z) + w(y,Mz)\) the terms with \(M_{01}\) and \(M_{10}\) cancel, leaving \((M_{00}+M_{11})\,w(y,z)\). Hence \(y' = My + g\) and \(z' = Mz + h\) give
\[ w(y,z)' = \operatorname{tr}M\; w(y,z) + w(g,z) + w(y,h), \]
and for \(\operatorname{tr}M = 0\) the Wronskian \(w(u,v)\) is a constant \(W\). Let \(W \neq 0\), \(I(r) = \int_a^r w(u,g)\), \(J(r) = \int_r^b w(v,g)\), so that \(I' = w(u,g)\), \(J' = -w(v,g)\) and \(y = (Iv + Ju)/W\). Then
\[ y' = \frac{I\,Mv + J\,Mu}{W} + \frac{w(u,g)\,v - w(v,g)\,u}{W} = My + \frac{w(u,v)}{W}\,g = My + g. \]
Since \(I(a) = 0\), \(y(a)\) is a multiple of \(u(a)\) and \(w(u,y)(a) = 0\); since \(J(b) = 0\), \(w(v,y)(b) = 0\). The difference \(d\) of two solutions with these conditions obeys \(d' = Md\). Then \(w(u,d)\) and \(w(v,d)\) are constant and vanish at one end each, and the first identity gives \(Wd = 0\).

**Q.** I doubt that the formal objects say this. What is a spinor, and what is a solution?

**A.** A radial spinor is a map `ℝ → Fin 2 → ℝ`, and `w` is the form above, applied to the values of such maps at one radius.

```lean
import Mathlib

open Matrix Set

namespace RadialGreenFunction

noncomputable section

/-- The antisymmetric form `w(x,y) = x₀ y₁ - x₁ y₀` on two-component real vectors. -/
def w (x y : Fin 2 → ℝ) : ℝ := x 0 * y 1 - x 1 * y 0
```

`Solves a b M g y` demands the equation at every point of the closed interval, with one-sided derivatives at the ends. The homogeneous system is `Solves a b M 0 u`.

```lean
/-- `y` solves the first-order system `y' = M y + g` at every point of `[a,b]`, with
derivatives taken within `[a,b]`. -/
def Solves (a b : ℝ) (M : ℝ → Matrix (Fin 2) (Fin 2) ℝ) (g y : ℝ → Fin 2 → ℝ) : Prop :=
  ∀ r ∈ Icc a b, HasDerivWithinAt y (M r *ᵥ y r + g r) (Icc a b) r
```

`green` is the formula for \(y\), with \(W\) read at \(r = a\).

```lean
/-- The radial Green function applied to the source `g`:
`(v(r) ∫ₐʳ w(u,g) + u(r) ∫ᵣᵇ w(v,g)) / W` with `W = w(u(a), v(a))`. -/
def green (a b : ℝ) (u v g : ℝ → Fin 2 → ℝ) (r : ℝ) : Fin 2 → ℝ :=
  (w (u a) (v a))⁻¹ •
    ((∫ s in a..r, w (u s) (g s)) • v r + (∫ s in r..b, w (v s) (g s)) • u r)
```

**Q.** Where is the Dirac equation?

**A.** With \(\hbar = c = 1\), large and small components \(y = (P,Q)\), both taken with the factor \(r\) included (the radial functions in the wave function are \(P/r\) and \(Q/r\)), mass \(m\), energy \(E\) including the rest mass, potential \(V\) and angular quantum number \(\kappa\) (any real number in Lean),
\[ P' = -\frac{\kappa}{r}P + (E - V + m)\,Q, \qquad Q' = -(E - V - m)\,P + \frac{\kappa}{r}Q. \]

```lean
/-- Coefficient matrix of the radial Dirac equations for the large and small components
(`ħ = c = 1`), with mass `m`, energy `E`, potential `V` and quantum number `κ`. -/
def dirac (κ m E : ℝ) (V : ℝ → ℝ) (r : ℝ) : Matrix (Fin 2) (Fin 2) ℝ :=
  !![-(κ / r), E - V r + m; -(E - V r - m), κ / r]
```

**Q.** I know the Green function as a symmetric kernel with dot products under the integrals, not an antisymmetric form.

**A.** The two agree after a rearrangement that is made here on paper, the theorems being stated for \(g\) alone. The radial Hamiltonian is \(H(P,Q) = \big((V+m)P - Q' + \kappa Q/r,\ P' + \kappa P/r + (V-m)Q\big)\). The equation \((H-E)y = f\) with right-hand side \(f = (f_0,f_1)\) reads \(y' = My + g\) with \(g = (f_1, -f_0)\), and then \(w(u,g) = -u\cdot f\), \(w(v,g) = -v\cdot f\). Inhomogeneous radial equations of this form arise for the first-order change of an orbital under a perturbation, with \(E\) the unperturbed energy. The theorems apply only in a channel \(\kappa\) where \(E\) is not an eigenvalue: if a nonzero homogeneous solution \(d\) meets both boundary conditions, as the unperturbed orbital does in its own channel, then \(Wd = 0\) forces \(W = 0\), and that case is not treated. The result covers one electron, one \(\kappa\), real \(E\) with \(W \neq 0\) and a finite interval.

**Q.** Then what is left out?

**A.** The singular endpoints \(r = 0\) and \(r = \infty\) of a Dirac–Coulomb atom, where, for \(|E| < m\), regularity and decay select \(u\) and \(v\). Here \(u\) and \(v\) are assumed to exist, and they define the boundary conditions. Complex energies, spectral or Sturmian expansions and sources with jumps are absent. Continuity of \(M\) is not assumed, because no step uses it once \(u\) and \(v\) are given.

**Q.** Take me through the proof.

**A.** `w_expand` is the first identity, checked per component by `ring`.

```lean
variable {a b : ℝ} {M : ℝ → Matrix (Fin 2) (Fin 2) ℝ} {u v g h y z : ℝ → Fin 2 → ℝ}

/-- Expansion of a spinor `x` along `p` and `q`: `w(p,x) q - w(q,x) p = w(p,q) x`. -/
theorem w_expand (p q x : Fin 2 → ℝ) : w p x • q - w q x • p = w p q • x := by
  ext i
  fin_cases i <;> simp [w] <;> ring
```

`integral_deriv` is the fundamental theorem of calculus within \([a,b]\) from a base point \(c\); the choices \(c = a\) and \(c = b\) give \(I'\) and \(J'\).

```lean
/-- For `f` continuous on `[a,b]` and a base point `c` in `[a,b]`, the integral `∫_c^r f`
has derivative `f(r)` within `[a,b]`. -/
theorem integral_deriv {f : ℝ → ℝ} (hf : ContinuousOn f (Icc a b)) {c r : ℝ}
    (hc : c ∈ Icc a b) (hr : r ∈ Icc a b) :
    HasDerivWithinAt (fun s => ∫ t in c..s, f t) (f r) (Icc a b) r := by
  have : Fact (r ∈ Icc a b) := ⟨hr⟩
  exact intervalIntegral.integral_hasDerivWithinAt_right
    (hf.mono (uIcc_subset_Icc hc hr)).intervalIntegrable
    (hf.stronglyMeasurableAtFilter_nhdsWithin measurableSet_Icc r) (hf r hr)
```

`wronskian_deriv` applies the product rule to \(y_0z_1\) and \(y_1z_0\), and `ring` performs the cancellation of \(M_{01}\) and \(M_{10}\).

```lean
/-- If `y' = M y + g` and `z' = M z + h`, then
`w(y,z)' = tr M · w(y,z) + w(g,z) + w(y,h)`. -/
theorem wronskian_deriv (hy : Solves a b M g y) (hz : Solves a b M h z) {r : ℝ}
    (hr : r ∈ Icc a b) :
    HasDerivWithinAt (fun s => w (y s) (z s))
      ((M r).trace * w (y r) (z r) + w (g r) (z r) + w (y r) (h r)) (Icc a b) r := by
  have hy' := hasDerivWithinAt_pi.1 (hy r hr)
  have hz' := hasDerivWithinAt_pi.1 (hz r hr)
  have h0 := ((hy' 0).fun_mul (hz' 1)).fun_sub ((hy' 1).fun_mul (hz' 0))
  have h1 : HasDerivWithinAt (fun s => w (y s) (z s)) _ (Icc a b) r := h0
  refine h1.congr_deriv ?_
  simp only [w, Pi.add_apply, Matrix.mulVec, dotProduct, Fin.sum_univ_two,
    Matrix.trace_fin_two]
  ring
```

In `wronskian_const`, `hd` says that the derivative vanishes, and `constant_of_has_deriv_right_zero` turns continuity and a vanishing right derivative into constancy.

```lean
/-- For traceless `M` the Wronskian of two solutions of `y' = M y` is constant on `[a,b]`. -/
theorem wronskian_const (hM : ∀ r ∈ Icc a b, (M r).trace = 0) (hu : Solves a b M 0 u)
    (hv : Solves a b M 0 v) : ∀ r ∈ Icc a b, w (u r) (v r) = w (u a) (v a) := by
  have hd : ∀ r ∈ Icc a b, HasDerivWithinAt (fun s => w (u s) (v s)) 0 (Icc a b) r := by
    intro r hr
    refine (wronskian_deriv hu hv hr).congr_deriv ?_
    simp [hM r hr, w]
  refine constant_of_has_deriv_right_zero (f := fun s => w (u s) (v s))
    (fun r hr => (hd r hr).continuousWithinAt) (fun r hr => ?_)
  exact (hd r (Ico_subset_Icc_self hr)).mono_of_mem_nhdsWithin
    (Filter.mem_of_superset (Icc_mem_nhdsGE hr.2) (Icc_subset_Icc_left hr.1))
```

**Q.** Is tracelessness needed, or merely convenient?

**A.** For a constant nonzero Wronskian it is necessary: the derivative is both \(0\) and \(\operatorname{tr}M\cdot W\). The condition `a < b` makes the derivative within \([a,b]\) unique; on a single point every value counts as a derivative.

```lean
/-- Conversely, if two solutions of `y' = M y` on `[a,b]` with `a < b` have a constant
nonzero Wronskian, then `M` is traceless on `[a,b]`. -/
theorem trace_zero_of_wronskian_const (hab : a < b) (hu : Solves a b M 0 u)
    (hv : Solves a b M 0 v) {W : ℝ} (hW : W ≠ 0) (hc : ∀ r ∈ Icc a b, w (u r) (v r) = W) :
    ∀ r ∈ Icc a b, (M r).trace = 0 := by
  intro r hr
  have h0 : HasDerivWithinAt (fun s => w (u s) (v s)) 0 (Icc a b) r :=
    (hasDerivAt_const r W).hasDerivWithinAt.congr (fun s hs => hc s hs) (hc r hr)
  have h1 := (uniqueDiffOn_Icc hab r hr).eq_deriv _ (wronskian_deriv hu hv hr) h0
  rw [hc r hr] at h1
  have h2 : (M r).trace * W = 0 := by simpa [w] using h1
  exact (mul_eq_zero.1 h2).resolve_right hW
```

The formula fails without it too. On \([0,b]\) let \(M\) be the identity matrix, \(u = (e^r, 0)\), \(v = (0, e^r)\). Then \(w(u,v) = e^{2r}\), \(W = 1\) at \(r = 0\), and the computation above yields \(y' = My + e^{2r}g\).

**Q.** And if \(W = 0\)?

**A.** Take \(M = 0\), \(u = v = (1,0)\), \(g = (0,1)\), \(a < b\). The conditions are \(y_1(a) = y_1(b) = 0\), while \(y_1' = 1\) forces \(y_1(b) - y_1(a) = b - a\), so there is no solution. Lean sets \(0^{-1} = 0\), so `green` is then the zero function, and `hW` excludes this case.

**Q.** Read me the main theorem.

**A.** For traceless \(M\), homogeneous solutions \(u, v\) with \(W \neq 0\) and \(g\) continuous on \([a,b]\), `green_solves` states that the formula solves \(y' = My + g\) and meets both boundary conditions. `hc` supplies continuous integrands, `A` and `B` are \(I'\) and \(J'\), the sign coming from `integral_symm`, and `h0` is the product rule. `key` is the step \(\big(w(u,g)v - w(v,g)u\big)/W = g\), and `linear_combination` assembles \(My + g\). The boundary conditions start from `integral_same`, that is \(I(a) = J(b) = 0\).

```lean
/-- For traceless `M`, homogeneous solutions `u`, `v` with nonzero Wronskian and a continuous
source `g`, the Green formula solves `y' = M y + g` with `w(u,y) = 0` at `a` and
`w(v,y) = 0` at `b`. -/
theorem green_solves (hM : ∀ r ∈ Icc a b, (M r).trace = 0) (hu : Solves a b M 0 u)
    (hv : Solves a b M 0 v) (hW : w (u a) (v a) ≠ 0) (hg : ContinuousOn g (Icc a b)) :
    Solves a b M g (green a b u v g) ∧ w (u a) (green a b u v g a) = 0 ∧
      w (v b) (green a b u v g b) = 0 := by
  refine ⟨fun r hr => ?_, ?_, ?_⟩
  · have hab : a ≤ b := hr.1.trans hr.2
    have hc : ∀ p : ℝ → Fin 2 → ℝ, Solves a b M 0 p →
        ContinuousOn (fun s => w (p s) (g s)) (Icc a b) := by
      intro p hp
      have hp' : ContinuousOn p (Icc a b) := fun s hs => (hp s hs).continuousWithinAt
      exact ((continuousOn_pi.1 hp' 0).mul (continuousOn_pi.1 hg 1)).sub
        ((continuousOn_pi.1 hp' 1).mul (continuousOn_pi.1 hg 0))
    -- derivatives of the two coefficient integrals
    have A := integral_deriv (hc u hu) (left_mem_Icc.2 hab) hr
    have B : HasDerivWithinAt (fun s => ∫ t in s..b, w (v t) (g t)) (-(w (v r) (g r)))
        (Icc a b) r := by
      have e : (fun s => ∫ t in s..b, w (v t) (g t)) = fun s => -∫ t in b..s, w (v t) (g t) :=
        funext fun s => intervalIntegral.integral_symm _ _
      rw [e]
      exact (integral_deriv (hc v hv) (right_mem_Icc.2 hab) hr).neg
    have h0 := ((A.smul (hv r hr)).add (B.smul (hu r hr))).const_smul (w (u a) (v a))⁻¹
    have h1 : HasDerivWithinAt (green a b u v g) _ (Icc a b) r := h0
    -- the terms from the integrals rebuild the source, because the Wronskian is constant
    have key : (w (u a) (v a))⁻¹ • (w (u r) (g r) • v r - w (v r) (g r) • u r) = g r := by
      rw [w_expand, wronskian_const hM hu hv r hr, smul_smul, inv_mul_cancel₀ hW, one_smul]
    refine h1.congr_deriv ?_
    simp only [green, Matrix.mulVec_smul, Matrix.mulVec_add, Pi.zero_apply, add_zero]
    linear_combination (norm := module) key
  · simp only [green, intervalIntegral.integral_same, zero_smul, zero_add]
    simp only [w, Pi.smul_apply, smul_eq_mul]
    ring
  · simp only [green, intervalIntegral.integral_same, zero_smul, add_zero]
    simp only [w, Pi.smul_apply, smul_eq_mul]
    ring
```

`green_unique` states that any solution with the same boundary conditions equals the formula on \([a,b]\). `hd` is \(d' = Md\); `h1` and `h2` are \(w(u,d) = 0\) and \(w(v,d) = 0\), the latter carried from \(b\) to \(a\) to \(r\); `h3` is \(0 = Wd\).

```lean
/-- Under the same conditions, every solution of `y' = M y + g` with `w(u,y) = 0` at `a` and
`w(v,y) = 0` at `b` equals the Green formula on `[a,b]`. -/
theorem green_unique (hM : ∀ r ∈ Icc a b, (M r).trace = 0) (hu : Solves a b M 0 u)
    (hv : Solves a b M 0 v) (hW : w (u a) (v a) ≠ 0) (hg : ContinuousOn g (Icc a b))
    (hy : Solves a b M g y) (ha : w (u a) (y a) = 0) (hb : w (v b) (y b) = 0) :
    ∀ r ∈ Icc a b, y r = green a b u v g r := by
  intro r hr
  have hab : a ≤ b := hr.1.trans hr.2
  obtain ⟨hG, hGa, hGb⟩ := green_solves hM hu hv hW hg
  -- the difference is a homogeneous solution
  have hd : Solves a b M 0 (fun s => y s - green a b u v g s) := by
    intro s hs
    refine ((hy s hs).fun_sub (hG s hs)).congr_deriv ?_
    simp [Matrix.mulVec_sub]
  have h1 : w (u r) (y r - green a b u v g r) = 0 := by
    refine (wronskian_const hM hu hd r hr).trans ?_
    simp only [w, Pi.sub_apply] at ha hGa ⊢
    linear_combination ha - hGa
  have h2 : w (v r) (y r - green a b u v g r) = 0 := by
    refine (wronskian_const hM hv hd r hr).trans ?_
    refine (wronskian_const hM hv hd b (right_mem_Icc.2 hab)).symm.trans ?_
    simp only [w, Pi.sub_apply] at hb hGb ⊢
    linear_combination hb - hGb
  -- both Wronskians vanish, so `W` times the difference is zero
  have h3 := w_expand (u r) (v r) (y r - green a b u v g r)
  rw [h1, h2, zero_smul, zero_smul, sub_zero, wronskian_const hM hu hv r hr] at h3
  exact sub_eq_zero.1 ((smul_eq_zero.1 h3.symm).resolve_left hW)
```

**Q.** Does any Dirac problem meet these assumptions?

**A.** The diagonal entries \(-\kappa/r\) and \(\kappa/r\) cancel for every potential.

```lean
/-- The coefficient matrix of the radial Dirac equations is traceless. -/
theorem dirac_trace (κ m E : ℝ) (V : ℝ → ℝ) (r : ℝ) : (dirac κ m E V r).trace = 0 := by
  simp [dirac, Matrix.trace_fin_two]
```

For \(\kappa = -1\), \(V = 0\), \(E = m\), \(a > 0\) the equations are \(P' = P/r + 2mQ\), \(Q' = -Q/r\). They are solved by \(u = (r, 0)\) and \(v = (-2m, 1/r)\), with \(W = a\cdot a^{-1} = 1\). Coulomb solutions are not constructed.

```lean
/-- For the free radial Dirac equations with `κ = -1` and `E = m` on `[a,b]` with `a > 0`,
the functions `(r, 0)` and `(-2m, 1/r)` are solutions with Wronskian `1` at `a`. -/
theorem green_witness (m : ℝ) (ha : 0 < a) :
    Solves a b (dirac (-1) m m 0) 0 (fun r => ![r, 0]) ∧
      Solves a b (dirac (-1) m m 0) 0 (fun r => ![-2 * m, r⁻¹]) ∧
      w ![a, 0] ![-2 * m, a⁻¹] = 1 := by
  refine ⟨fun r hr => ?_, fun r hr => ?_, by simp [w, ha.ne']⟩
  · have hr0 : r ≠ 0 := (ha.trans_le hr.1).ne'
    refine hasDerivWithinAt_pi.2 (Fin.forall_fin_two.2 ⟨?_, ?_⟩)
    · refine (hasDerivAt_id' r).hasDerivWithinAt.congr_deriv ?_
      simp [dirac] <;>
        first | ring1 | (field_simp; ring1) | field_simp
    · refine (hasDerivAt_const r (0 : ℝ)).hasDerivWithinAt.congr_deriv ?_
      simp [dirac]
  · have hr0 : r ≠ 0 := (ha.trans_le hr.1).ne'
    refine hasDerivWithinAt_pi.2 (Fin.forall_fin_two.2 ⟨?_, ?_⟩)
    · refine (hasDerivAt_const r (-2 * m)).hasDerivWithinAt.congr_deriv ?_
      simp [dirac] <;>
        first | ring1 | (field_simp; ring1) | field_simp
    · refine (hasDerivAt_inv hr0).hasDerivWithinAt.congr_deriv ?_
      simp [dirac] <;>
        first | ring1 | (field_simp; ring1) | field_simp

end

end RadialGreenFunction
```

**Q.** Could the statement have been set up differently?

**A.** The Wronskian could stand inside the integrals, with integrands \(w(u,g)/w(u,v)\) and \(w(v,g)/w(u,v)\). The source terms then give \(g\) pointwise for any trace. In exchange \(w(u,v) \neq 0\) is needed on all of \([a,b]\), which for continuous \(\operatorname{tr}M\) follows from \(w(u,v) \neq 0\) at \(a\), and uniqueness would need an argument other than constancy of \(w(u,d)\).

```lean
#print axioms RadialGreenFunction.trace_zero_of_wronskian_const
#print axioms RadialGreenFunction.green_unique
#print axioms RadialGreenFunction.dirac_trace
```

```
'RadialGreenFunction.trace_zero_of_wronskian_const' depends on axioms: [propext, Classical.choice, Quot.sound]
'RadialGreenFunction.green_unique' depends on axioms: [propext, Classical.choice, Quot.sound]
'RadialGreenFunction.dirac_trace' depends on axioms: [propext, Classical.choice, Quot.sound]
```
